# The canonical partition function of N noninteracting bosons in a one-dimensional harmonic trap

A fixed number \(N\) of identical spinless bosons sits in a one-dimensional harmonic trap, in contact with a heat bath at inverse temperature \(\beta\). The bosons do not interact, and the trap levels are spaced by \(\varepsilon=\hbar\omega\), where \(\omega\) is the angular frequency of the trap. Thermal averages need the sum of \(e^{-\beta E}\) over all states. Exchanging two bosons gives no new state, so this sum does not split into one independent sum per boson. It is nevertheless a product. With \(q=e^{-\beta\varepsilon}\), the Boltzmann factor of one quantum, and zero-point energy left aside,

\[
Z_N(q)=\sum_{n_0\le\dots\le n_{N-1}} q^{\,n_0+\dots+n_{N-1}}=\prod_{k=1}^{N}\frac{1}{1-q^k}.
\]

For this noninteracting one-dimensional gas, the mean energy that follows from the formula, with the zero-point energy \(N\varepsilon/2\) added, is an exact reference value for path-integral simulations of bosons at fixed particle number.

The sum over quanta is treated for real or complex \(q\) with \(|q|<1\); the letter `𝕜` stands for either number field.

```lean
import Mathlib

open Finset

namespace TrappedBosons

noncomputable section

variable {𝕜 : Type*} [RCLike 𝕜] {N : ℕ}
```

## States as ordered lists of levels

A state here means one in which each level holds a definite number of bosons. Since the bosons carry no labels, it is fixed by the occupied levels in nondecreasing order, repetitions allowed. In Lean this is a monotone function from `Fin N`, the indices \(0,\dots,N-1\), to the naturals. For a state `n`, `n.1` is the list and `n.2` the proof that it is ordered.

That these lists label an energy eigenbasis of the symmetric \(N\)-particle space, so that the sum is the trace of \(e^{-\beta H}\) for the Hamiltonian \(H\), is the step from quantum mechanics that the model takes as given.

```lean
/-- A state of `N` identical bosons in a one-dimensional harmonic trap: the nondecreasing list
of the levels they occupy. -/
abbrev BosonState (N : ℕ) := {n : Fin N → ℕ // Monotone n}
```

The number of quanta is \(|n|=\sum_i n_i\).

```lean
/-- The total number of oscillator quanta in a state. -/
def quanta (n : BosonState N) : ℕ := ∑ i, n.1 i
```

Each boson in level \(n_i\) has energy \(\varepsilon(n_i+\tfrac12)\).

```lean
/-- The energy of a state for level spacing `ε`, zero-point energy included. -/
def trapEnergy (ε : ℝ) (n : BosonState N) : ℝ := ∑ i, ε * ((n.1 i : ℝ) + 1 / 2)
```

## Splitting off the lowest level

Take \(N+1\) bosons in levels \(n_0\le\dots\le n_N\). Record \(m=n_0\) and measure the others from there: \(l_i=n_{i+1}-n_0\) for \(i=0,\dots,N-1\). The list \(l\) is again ordered, so it is an \(N\)-boson state. Conversely, any \(m\) and \(l\) give the ordered list \((m,\,m+l_0,\dots,m+l_{N-1})\). The two maps undo each other; the subtraction of naturals is safe because \(n_0\) is the smallest entry.

```lean
/-- A state of `N + 1` bosons amounts to its lowest occupied level together with the state of
the other `N` bosons, measured from that level. -/
def peel (N : ℕ) : BosonState (N + 1) ≃ ℕ × BosonState N where
  toFun n := (n.1 0, ⟨fun i => n.1 i.succ - n.1 0, fun _ _ h =>
    Nat.sub_le_sub_right (n.2 (Fin.succ_le_succ_iff.mpr h)) _⟩)
  invFun p := ⟨Fin.cons (α := fun _ => ℕ) p.1 (fun i => p.1 + p.2.1 i), by
    intro i j h
    induction i using Fin.cases with
    | zero =>
      induction j using Fin.cases with
      | zero => exact le_rfl
      | succ j => simp
    | succ i =>
      induction j using Fin.cases with
      | zero => exact absurd h (not_le_of_gt (Fin.succ_pos i))
      | succ j => simpa using p.2.2 (Fin.succ_le_succ_iff.mp h)⟩
  left_inv n := by
    apply Subtype.ext
    funext i
    induction i using Fin.cases with
    | zero => rfl
    | succ i => exact Nat.add_sub_of_le (n.2 (Fin.zero_le _))
  right_inv p :=
    Prod.ext rfl (Subtype.ext (funext fun i => Nat.add_sub_cancel_left p.1 (p.2.1 i)))
```

The quanta of the rebuilt state are

\[
m+\sum_{i=0}^{N-1}(m+l_i)=(N+1)m+|l|.
\]

```lean
/-- The state rebuilt from a lowest level `p.1` and a state `p.2` of the other `N` bosons, measured
from that level, has `(N + 1) * p.1` quanta plus those of `p.2`. -/
theorem quanta_peel_symm (p : ℕ × BosonState N) :
    quanta ((peel N).symm p) = (N + 1) * p.1 + quanta p.2 := by
  change ∑ i, (Fin.cons (α := fun _ => ℕ) p.1 (fun i => p.1 + p.2.1 i) : Fin (N + 1) → ℕ) i
    = (N + 1) * p.1 + ∑ i, p.2.1 i
  rw [Fin.sum_univ_succ]
  simp only [Fin.cons_zero, Fin.cons_succ, Finset.sum_add_distrib, Finset.sum_const,
    Finset.card_univ, Fintype.card_fin, smul_eq_mul]
  ring
```

## The series factors

By the last identity, each term of the \((N+1)\)-boson series is \((q^{N+1})^m\,q^{|l|}\), a function of \(m\) times a function of \(l\). To sum over pairs we need

\[
\sum_{x,y}f(x)g(y)=\Big(\sum_x f(x)\Big)\Big(\sum_y g(y)\Big).
\]

`HasSum f a` says that the series converges to `a` without reference to any order of the terms. For real or complex terms this entails absolute convergence, which justifies the product.

```lean
/-- For two convergent sums of real or complex terms, the products of terms, summed over all pairs
of indices, converge to the product of the two sums. -/
theorem hasSum_pair {α γ : Type*} (f : α → 𝕜) (g : γ → 𝕜) (a b : 𝕜)
    (hf : HasSum f a) (hg : HasSum g b) :
    HasSum (fun p : α × γ => f p.1 * g p.2) (a * b) := by
  have hf' : Summable fun x => ‖f x‖ := summable_norm_iff.mpr hf.summable
  have hg' : Summable fun x => ‖g x‖ := summable_norm_iff.mpr hg.summable
  exact hf.mul hg (summable_mul_of_summable_norm hf' hg')
```

The series over \(m\) is geometric with ratio \(q^{N+1}\), and \(|q^{N+1}|=|q|^{N+1}<1\).

```lean
/-- If `|q| < 1`, then every positive power of `q` also has modulus below one. -/
theorem norm_pow_lt {q : 𝕜} (hq : ‖q‖ < 1) (k : ℕ) : ‖q ^ (k + 1)‖ < 1 := by
  rw [norm_pow]
  exact pow_lt_one₀ (norm_nonneg _) hq (Nat.succ_ne_zero k)
```

Hence

\[
Z_{N+1}(q)=\sum_{m\ge0}(q^{N+1})^m\sum_l q^{|l|}=\frac{1}{1-q^{N+1}}\,Z_N(q).
\]

For \(N=0\) there is one state, the empty list, and \(Z_0=1\) is the empty product. Induction gives the formula. In the proof, `hasSum_iff` carries the sum across the bijection `peel`, and `prod_Icc_succ_top` splits off the factor \(k=N+1\).

```lean
/-- For real or complex `q` with `|q| < 1`, the sum of `q ^ quanta` over all states of `N`
bosons converges to the product of `1 / (1 - q ^ k)` over `k = 1, …, N`. -/
theorem hasSum_partition {q : 𝕜} (hq : ‖q‖ < 1) (N : ℕ) :
    HasSum (fun n : BosonState N => q ^ quanta n) (∏ k ∈ Icc 1 N, 1 / (1 - q ^ k)) := by
  induction N with
  | zero =>
    let s : BosonState 0 := ⟨fun i => i.elim0, fun i => i.elim0⟩
    have h := hasSum_single (f := fun n : BosonState 0 => q ^ quanta n) s
      (fun n hn => absurd (Subsingleton.elim n s) hn)
    simpa [quanta] using h
  | succ N ih =>
    -- the series factors into the lowest level and the remaining bosons
    have hg : HasSum (fun m : ℕ => (q ^ (N + 1)) ^ m) (1 - q ^ (N + 1))⁻¹ :=
      hasSum_geometric_of_norm_lt_one (norm_pow_lt hq N)
    have pair := hasSum_pair (𝕜 := 𝕜) (fun m : ℕ => (q ^ (N + 1)) ^ m)
      (fun n : BosonState N => q ^ quanta n)
    have h := pair _ _ hg ih
    have hf : (fun n : BosonState (N + 1) => q ^ quanta n) ∘ (peel N).symm
        = fun p => (q ^ (N + 1)) ^ p.1 * q ^ quanta p.2 := by
      funext p
      change q ^ quanta ((peel N).symm p) = _
      rw [quanta_peel_symm, pow_add q ((N + 1) * p.1), pow_mul]
    refine (peel N).symm.hasSum_iff.mp ?_
    rw [hf, Finset.prod_Icc_succ_top (Nat.le_add_left 1 N), mul_comm (Finset.prod _ _), one_div]
    exact h
```

For two bosons and \(q=\tfrac12\), the product is \(2\cdot\tfrac43=\tfrac83\). Directly, the totals \(0,1,2,3,4,5,\dots\) occur for \(1,1,2,2,3,3,\dots\) ordered pairs \(n_0\le n_1\), so the series is

\[
(1+q)\sum_{j\ge0}(j+1)q^{2j}=\frac{1+q}{(1-q^2)^2}=\frac{3/2}{9/16}=\frac83 .
\]

## Convergence requires |q| < 1

With at least one boson, consider only the states that have all bosons in one level \(m\). For \(N+1\) bosons they contribute \(\sum_m (q^{N+1})^m\). If the full series converges, so does this part of it, which forces \(|q|^{N+1}<1\) and hence \(|q|<1\). The theorem writes the particle number as `N + 1` to exclude the empty trap, whose single term converges for every \(q\).

```lean
/-- For at least one boson, the sum of `q ^ quanta` over all states converges exactly when
`|q| < 1`. -/
theorem summable_iff (q : 𝕜) (N : ℕ) :
    Summable (fun n : BosonState (N + 1) => q ^ quanta n) ↔ ‖q‖ < 1 := by
  refine ⟨fun h => ?_, fun hq => (hasSum_partition hq _).summable⟩
  -- keep only the states with all bosons in one common level
  have h1 := h.comp_injective
    (i := fun m : ℕ => (peel N).symm (m, ⟨fun _ => 0, monotone_const⟩))
    (fun a b hab => congrArg Prod.fst ((peel N).symm.injective hab))
  have h2 : Summable fun m : ℕ => (q ^ (N + 1)) ^ m := by
    refine (summable_congr fun m => ?_).mp h1
    change q ^ quanta ((peel N).symm (m, _)) = _
    rw [quanta_peel_symm]
    simp [quanta, pow_mul]
  have h3 := summable_geometric_iff_norm_lt_one.mp h2
  rw [norm_pow] at h3
  by_contra hn
  exact absurd h3 (not_lt_of_ge (one_le_pow₀ (not_lt.mp hn)))
```

## Weighting by the number of quanta

Thermal averages of the energy also need \(W_N=\sum_n |n|\,q^{|n|}\). Write \(S_N=\sum_{k=1}^N kq^k/(1-q^k)\); the claim is \(W_N=Z_NS_N\). For \(N=0\) both sides vanish. For the step, put \(r=q^{N+1}\) and split \(|n|=(N+1)m+|l|\). Using \(\sum_m m r^m=r/(1-r)^2\),

\[
W_{N+1}=(N+1)\frac{r}{(1-r)^2}Z_N+\frac{1}{1-r}W_N
=Z_{N+1}\Big(\frac{(N+1)r}{1-r}+S_N\Big)=Z_{N+1}S_{N+1}.
\]

In the proof, `h1` and `h2` are the two products of series, and the final `ring` does the algebra.

```lean
/-- For `|q| < 1`, the sum of `quanta * q ^ quanta` over all states of `N` bosons converges to the
product of `1 / (1 - q ^ k)` times the sum of `k * q ^ k / (1 - q ^ k)`, both taken over
`k = 1, …, N`. -/
theorem hasSum_quanta {q : 𝕜} (hq : ‖q‖ < 1) (N : ℕ) :
    HasSum (fun n : BosonState N => (quanta n : 𝕜) * q ^ quanta n)
      ((∏ k ∈ Icc 1 N, 1 / (1 - q ^ k)) * ∑ k ∈ Icc 1 N, (k : 𝕜) * q ^ k / (1 - q ^ k)) := by
  induction N with
  | zero =>
    have hf : (fun n : BosonState 0 => (quanta n : 𝕜) * q ^ quanta n) = fun _ => 0 := by
      funext n
      simp [quanta]
    rw [hf, Finset.Icc_eq_empty (by norm_num : ¬ (1 : ℕ) ≤ 0), Finset.sum_empty, mul_zero]
    exact hasSum_zero
  | succ N ih =>
    have hr := norm_pow_lt hq N
    have hg : HasSum (fun m : ℕ => (q ^ (N + 1)) ^ m) (1 - q ^ (N + 1))⁻¹ :=
      hasSum_geometric_of_norm_lt_one hr
    have hm : HasSum (fun m : ℕ => (m : 𝕜) * (q ^ (N + 1)) ^ m)
        (q ^ (N + 1) / (1 - q ^ (N + 1)) ^ 2) := hasSum_coe_mul_geometric_of_norm_lt_one hr
    have pair1 := hasSum_pair (𝕜 := 𝕜) (fun m : ℕ => (m : 𝕜) * (q ^ (N + 1)) ^ m)
      (fun n : BosonState N => q ^ quanta n)
    have pair2 := hasSum_pair (𝕜 := 𝕜) (fun m : ℕ => (q ^ (N + 1)) ^ m)
      (fun n : BosonState N => (quanta n : 𝕜) * q ^ quanta n)
    have h1 := pair1 _ _ hm (hasSum_partition hq N)
    have h2 := pair2 _ _ hg ih
    -- the quanta split into those of the common shift and those of the other bosons above it
    have h := (h1.mul_left ((N + 1 : ℕ) : 𝕜)).add h2
    refine (peel N).symm.hasSum_iff.mp ?_
    convert h using 1
    · rfl -- the two additive structures on the scalars agree
    · funext p
      change (quanta ((peel N).symm p) : 𝕜) * q ^ quanta ((peel N).symm p) = _
      rw [quanta_peel_symm, pow_add q ((N + 1) * p.1), pow_mul]
      push_cast
      ring
    · rw [Finset.prod_Icc_succ_top (Nat.le_add_left 1 N),
        Finset.sum_Icc_succ_top (Nat.le_add_left 1 N)]
      generalize 1 - q ^ (N + 1) = d
      ring
```

## Restoring temperature and zero-point energy

Adding the single-particle energies gives \(E_n=\varepsilon(|n|+N/2)\), so

\[
e^{-\beta E_n}=e^{-\beta\varepsilon N/2}\,\big(e^{-\beta\varepsilon}\big)^{|n|}.
\]

```lean
/-- The Boltzmann factor of a state is a zero-point factor times `exp (-β ε)` to the power of
its number of quanta. -/
theorem boltzmann_eq (β ε : ℝ) (n : BosonState N) : Real.exp (-(β * trapEnergy ε n))
    = Real.exp (-(β * ε * N / 2)) * Real.exp (-(β * ε)) ^ quanta n := by
  have hE : trapEnergy ε n = ε * ((quanta n : ℝ) + N / 2) := by
    simp only [trapEnergy, quanta, ← Finset.mul_sum, Finset.sum_add_distrib, Finset.sum_const,
      Finset.card_univ, Fintype.card_fin, nsmul_eq_mul, Nat.cast_sum]
    ring
  rw [← Real.exp_nat_mul, ← Real.exp_add, hE]
  congr 1
  ring
```

At positive temperature and level spacing, \(0<e^{-\beta\varepsilon}<1\). The product formula applies, and the zero-point factor comes out of the sum:

\[
\sum_n e^{-\beta E_n}=e^{-\beta\varepsilon N/2}\prod_{k=1}^{N}\frac{1}{1-e^{-k\beta\varepsilon}}.
\]

```lean
/-- For inverse temperature `β > 0` and level spacing `ε > 0`, the sum of the Boltzmann factors over
all states of `N` bosons, zero-point energy included, converges to the zero-point factor times the
product of `1 / (1 - exp (-β ε) ^ k)` over `k = 1, …, N`. -/
theorem hasSum_boltzmann {β ε : ℝ} (hβ : 0 < β) (hε : 0 < ε) (N : ℕ) :
    HasSum (fun n : BosonState N => Real.exp (-(β * trapEnergy ε n)))
      (Real.exp (-(β * ε * N / 2)) * ∏ k ∈ Icc 1 N, 1 / (1 - Real.exp (-(β * ε)) ^ k)) := by
  have hq : ‖Real.exp (-(β * ε))‖ < 1 := by
    rw [Real.norm_eq_abs, abs_of_pos (Real.exp_pos _)]
    exact Real.exp_lt_one_iff.mpr (neg_lt_zero.mpr (mul_pos hβ hε))
  simp_rw [boltzmann_eq]
  exact (hasSum_partition hq N).mul_left _

end

end TrappedBosons
```

```lean
#print axioms TrappedBosons.hasSum_partition
#print axioms TrappedBosons.summable_iff
#print axioms TrappedBosons.hasSum_quanta
#print axioms TrappedBosons.hasSum_boltzmann
```

```
'TrappedBosons.hasSum_partition' depends on axioms: [propext, Classical.choice, Quot.sound]
'TrappedBosons.summable_iff' depends on axioms: [propext, Classical.choice, Quot.sound]
'TrappedBosons.hasSum_quanta' depends on axioms: [propext, Classical.choice, Quot.sound]
'TrappedBosons.hasSum_boltzmann' depends on axioms: [propext, Classical.choice, Quot.sound]
```

Dividing \(W_N\) by \(Z_N\) at \(q=e^{-\beta\varepsilon}\) gives the mean number of quanta \(S_N\). Since \(E_n=\varepsilon(|n|+N/2)\), the mean energy is \(\varepsilon\big(N/2+\sum_{k=1}^N k/(e^{k\beta\varepsilon}-1)\big)\). These last steps are taken here in prose and not in Lean.

## Occupation numbers instead of ordered lists

A state could also be given by occupation numbers \(\nu_j\), one for each level \(j\), with \(\sum_j\nu_j=N\) and \(\sum_j j\nu_j\) quanta. This is closer to second quantisation and needs no ordering condition. The value of the sum would be the same, but the lowest occupied level would have to be found as the smallest \(j\) with \(\nu_j>0\), whereas in the ordered list it is the first entry.
